# Splitting the kinetic tensor into centre-of-mass flow and peculiar stress

## Question

Take two particles on a line with masses $1$ and $3$ and velocities $4$ and $0$. The total mass is $M=4$ and the centre of mass moves at $u=1$. The sum $\sum_i m_i v_i^2 = 16$ splits as $Mu^2 + \sum_i m_i (v_i-u)^2 = 4 + (9+3)$, with no cross term, because the momenta $3$ and $-3$ relative to $u$ cancel. I expect the same for tensors: for particles with masses $m_i>0$, velocities $v_i\in\mathbb R^d$, total mass $M$ and centre-of-mass velocity $u$,
$$\sum_i m_i v_i v_i^{T} = M\,u u^{T} + \sum_i m_i (v_i-u)(v_i-u)^{T},$$
with the last sum positive semidefinite. How is this stated and proved in Lean 4 with Mathlib, and when is the last sum positive definite?

## Answer

### Modelling choices

Particles are labelled by $i,j$ in a finite type `ι` and Cartesian directions by $a,b$ in a finite type `d`. Masses are `m : ι → ℝ` and velocities are `v : ι → d → ℝ`, so `v i a` is the component $v_{ia}$. The outer product $v_i v_i^T$ is `vecMulVec (v i) (v i)`, with entries $v_{ia}v_{ib}$, and `⬝ᵥ` is the Euclidean dot product, so the directions form an orthonormal frame.

Four definitions carry the physics. `totalMass m` is $M=\sum_i m_i$. `kineticTensor m v` is $K(v)=\sum_i m_i v_i v_i^T$, with no factor $\tfrac12$. `peculiarStress m v w` is $P(w)=\sum_i m_i (v_i-w)(v_i-w)^T$ for an arbitrary reference velocity $w$, and it is defined as $K$ applied to the shifted velocities, so every fact about $K$ holds for $P(w)$. `IsComVelocity m v u` is the relation $Mu=\sum_i m_i v_i$. It is a hypothesis on $u$ and not a formula for $u$, which keeps division by $M$ out of the main statement.

For point particles whose only mean motion is a uniform translation at velocity $u$, the instantaneous kinetic contribution to the pressure tensor in molecular dynamics is $P(u)$ divided by the volume (with a flow profile the velocities are measured relative to the local streaming velocity instead); the model is one instantaneous set of velocities with a single global $u$, and has no positions, forces, volume, time average or position-dependent flow profile. The sign is that of a pressure tensor.

### Derivation by hand

Step 1. Since $\sum_i m_i(v_i-u)=\sum_i m_i v_i - Mu$, the relation $Mu=\sum_i m_i v_i$ holds exactly when the peculiar momentum $\sum_i m_i(v_i-u)$ vanishes. For at least one particle and positive masses $M>0$, and the relation reads $u=M^{-1}\sum_i m_i v_i$.

Step 2. The entries $K_{ab}=\sum_i m_i v_{ia}v_{ib}$ are symmetric in $a,b$. For any vector $x$,
$$x^TKx=\sum_{a,b}x_a\sum_i m_i v_{ia}v_{ib}\,x_b=\sum_i m_i\Big(\sum_a v_{ia}x_a\Big)\Big(\sum_b v_{ib}x_b\Big)=\sum_i m_i\,(v_i\cdot x)^2 .$$
This is non-negative when all $m_i\ge 0$, so $K$ and every $P(w)$ are positive semidefinite.

Step 3. Write $v_i-w=(v_i-u)+(u-w)$ and expand entry $(a,b)$:
$$P(w)_{ab}=P(u)_{ab}+M(u_a-w_a)(u_b-w_b)+(u_b-w_b)\sum_i m_i(v_{ia}-u_a)+(u_a-w_a)\sum_i m_i(v_{ib}-u_b).$$
The last two sums are components of the peculiar momentum and vanish by step 1, so
$$P(w)=P(u)+M\,(u-w)(u-w)^T .$$
At $w=0$ we have $P(0)=K(v)$, which gives $K(v)=Muu^T+P(u)$.

Step 4. Let $M>0$. The excess $P(w)-P(u)=M(u-w)(u-w)^T$ is the kinetic tensor of one body of mass $M$ and velocity $u-w$, so it is positive semidefinite by step 2. If it is zero, its diagonal entries give $M(u_a-w_a)^2=0$ for every $a$, hence $w=u$.

Step 5. Let all $m_i>0$. By step 2, $x^TP(u)x=\sum_i m_i\big((v_i-u)\cdot x\big)^2$. If this is zero, each term is zero, so $v_i\cdot x=u\cdot x$ for every $i$ and all $v_i\cdot x$ agree. Conversely, suppose all $v_i\cdot x$ agree and fix $i$. Then
$$0=\sum_j m_j\,(v_j-u)\cdot x=M\,(v_i-u)\cdot x ,$$
and $M>0$ because particle $i$ contributes to it, so every term of the quadratic form vanishes. It follows that $P(u)$ is positive definite exactly when $x=0$ is the only vector for which all $v_i\cdot x$ agree.

In the plane, take masses $1,3$ and velocities $(4,0),(0,4)$. Then $M=4$, the momentum is $(4,12)$, $u=(1,3)$, and the peculiar velocities are $(3,-3)$ and $(-1,1)$. The decomposition reads
$$\begin{pmatrix}16&0\\0&48\end{pmatrix}=4\begin{pmatrix}1&3\\3&9\end{pmatrix}+\begin{pmatrix}12&-12\\-12&12\end{pmatrix}.$$
The upper left entry is the example in the question. For $x=(1,1)$ both particles have $v_i\cdot x=4$, and $x^TP(u)x=0$, so this $P(u)$ is semidefinite but not definite.

### The file

```lean
import Mathlib

open Matrix

namespace PeculiarKineticStress

noncomputable section

variable {ι d : Type*} [Fintype ι]

/-- Total mass `M = ∑ mᵢ`. -/
def totalMass (m : ι → ℝ) : ℝ := ∑ i, m i

/-- `u` is a centre-of-mass velocity: `M u` equals the total momentum `∑ mᵢ vᵢ`. -/
def IsComVelocity (m : ι → ℝ) (v : ι → d → ℝ) (u : d → ℝ) : Prop :=
  totalMass m • u = ∑ i, m i • v i

/-- The kinetic tensor `∑ mᵢ vᵢ vᵢᵀ`. -/
def kineticTensor (m : ι → ℝ) (v : ι → d → ℝ) : Matrix d d ℝ :=
  ∑ i, m i • vecMulVec (v i) (v i)

/-- The kinetic stress `∑ mᵢ (vᵢ - w)(vᵢ - w)ᵀ` of the velocities measured relative to a
reference velocity `w`. -/
def peculiarStress (m : ι → ℝ) (v : ι → d → ℝ) (w : d → ℝ) : Matrix d d ℝ :=
  kineticTensor m (fun i => v i - w)

/-- For at least one particle and positive masses, `u` is a centre-of-mass velocity exactly
when it is the total momentum divided by the total mass. -/
theorem isComVelocity_iff_eq [Nonempty ι] (m : ι → ℝ) (hm : ∀ i, 0 < m i)
    (v : ι → d → ℝ) (u : d → ℝ) :
    IsComVelocity m v u ↔ u = (totalMass m)⁻¹ • ∑ i, m i • v i := by
  have hM : totalMass m ≠ 0 :=
    (Finset.sum_pos (fun i _ => hm i) Finset.univ_nonempty).ne'
  unfold IsComVelocity
  constructor
  · intro h
    rw [← h, smul_smul, inv_mul_cancel₀ hM, one_smul]
  · intro h
    rw [h, smul_smul, mul_inv_cancel₀ hM, one_smul]

/-- `u` is a centre-of-mass velocity exactly when the peculiar momentum `∑ mᵢ (vᵢ - u)`
vanishes. -/
theorem isComVelocity_iff_peculiar_momentum (m : ι → ℝ) (v : ι → d → ℝ) (u : d → ℝ) :
    IsComVelocity m v u ↔ ∑ i, m i • (v i - u) = 0 := by
  have h : ∑ i, m i • (v i - u) = ∑ i, m i • v i - totalMass m • u := by
    rw [totalMass, Finset.sum_smul, ← Finset.sum_sub_distrib]
    exact Finset.sum_congr rfl fun i _ => smul_sub _ _ _
  unfold IsComVelocity
  rw [h, sub_eq_zero]
  exact eq_comm

/-- The `(a, b)` component of the kinetic tensor is `∑ mᵢ vᵢₐ vᵢ_b`. -/
theorem kineticTensor_apply (m : ι → ℝ) (v : ι → d → ℝ) (a b : d) :
    kineticTensor m v a b = ∑ i, m i * (v i a * v i b) := by
  simp only [kineticTensor, Matrix.sum_apply, Matrix.smul_apply, Matrix.vecMulVec_apply,
    smul_eq_mul]

/-- The kinetic tensor is symmetric. -/
theorem kineticTensor_isHermitian (m : ι → ℝ) (v : ι → d → ℝ) :
    (kineticTensor m v).IsHermitian := by
  show (kineticTensor m v)ᴴ = kineticTensor m v
  ext a b
  rw [Matrix.conjTranspose_apply, star_trivial, kineticTensor_apply, kineticTensor_apply]
  exact Finset.sum_congr rfl fun i _ => by ring

/-- The kinetic stress relative to any velocity `w` is the stress relative to the
centre-of-mass velocity `u` plus `M (u - w)(u - w)ᵀ`. -/
theorem peculiarStress_shift {m : ι → ℝ} {v : ι → d → ℝ} {u : d → ℝ}
    (hu : IsComVelocity m v u) (w : d → ℝ) :
    peculiarStress m v w =
      peculiarStress m v u + totalMass m • vecMulVec (u - w) (u - w) := by
  have hc : ∀ a, ∑ i, m i * (v i a - u a) = 0 := fun a => by
    simpa only [Finset.sum_apply, Pi.smul_apply, Pi.sub_apply, smul_eq_mul, Pi.zero_apply]
      using congrFun ((isComVelocity_iff_peculiar_momentum m v u).mp hu) a
  ext a b
  -- split `vᵢ - w = (vᵢ - u) + (u - w)` and expand
  have key : ∀ i, m i * ((v i a - w a) * (v i b - w b)) =
      m i * ((v i a - u a) * (v i b - u b)) + m i * ((u a - w a) * (u b - w b))
        + (u b - w b) * (m i * (v i a - u a)) + (u a - w a) * (m i * (v i b - u b)) :=
    fun i => by ring
  have h0 : ∑ i, m i * ((u a - w a) * (u b - w b)) =
      (∑ i, m i) * ((u a - w a) * (u b - w b)) := (Finset.sum_mul _ _ _).symm
  -- the cross terms carry the peculiar momentum, which vanishes
  have h1 : ∑ i, (u b - w b) * (m i * (v i a - u a)) = 0 := by
    rw [← Finset.mul_sum, hc a, mul_zero]
  have h2 : ∑ i, (u a - w a) * (m i * (v i b - u b)) = 0 := by
    rw [← Finset.mul_sum, hc b, mul_zero]
  simp only [peculiarStress, kineticTensor_apply, Matrix.add_apply, Matrix.smul_apply,
    Matrix.vecMulVec_apply, Pi.sub_apply, smul_eq_mul, totalMass]
  refine (Finset.sum_congr rfl fun i _ => key i).trans ?_
  simp only [Finset.sum_add_distrib]
  linarith [h0, h1, h2]

variable [Fintype d]

/-- The quadratic form of the kinetic tensor along `x` is `∑ mᵢ (vᵢ · x)²`. -/
theorem kineticTensor_quadratic (m : ι → ℝ) (v : ι → d → ℝ) (x : d → ℝ) :
    x ⬝ᵥ kineticTensor m v *ᵥ x = ∑ i, m i * (v i ⬝ᵥ x) ^ 2 := by
  have hterm : ∀ i, ∑ a, ∑ b, x a * (m i * (v i a * v i b) * x b) =
      m i * (v i ⬝ᵥ x) ^ 2 := by
    intro i
    unfold dotProduct
    rw [sq, Finset.sum_mul_sum, Finset.mul_sum]
    refine Finset.sum_congr rfl fun a _ => ?_
    rw [Finset.mul_sum]
    exact Finset.sum_congr rfl fun b _ => by ring
  calc x ⬝ᵥ kineticTensor m v *ᵥ x
      = ∑ a, x a * ∑ b, kineticTensor m v a b * x b := rfl
    _ = ∑ a, ∑ b, ∑ i, x a * (m i * (v i a * v i b) * x b) := by
        simp only [kineticTensor_apply, Finset.mul_sum, Finset.sum_mul]
    _ = ∑ a, ∑ i, ∑ b, x a * (m i * (v i a * v i b) * x b) :=
        Finset.sum_congr rfl fun a _ => Finset.sum_comm
    _ = ∑ i, ∑ a, ∑ b, x a * (m i * (v i a * v i b) * x b) := Finset.sum_comm
    _ = ∑ i, m i * (v i ⬝ᵥ x) ^ 2 := Finset.sum_congr rfl fun i _ => hterm i

/-- For non-negative masses the kinetic tensor is positive semidefinite. -/
theorem kineticTensor_posSemidef {m : ι → ℝ} (hm : ∀ i, 0 ≤ m i) (v : ι → d → ℝ) :
    (kineticTensor m v).PosSemidef := by
  refine Matrix.posSemidef_iff_dotProduct_mulVec.mpr ⟨kineticTensor_isHermitian m v, ?_⟩
  intro x
  have hstar : star x = x := funext fun a => star_trivial (x a)
  rw [hstar, kineticTensor_quadratic]
  exact Finset.sum_nonneg fun i _ => mul_nonneg (hm i) (sq_nonneg _)

/-- For non-negative masses with centre-of-mass velocity `u`, the tensor `∑ mᵢ vᵢ vᵢᵀ` equals
`M u uᵀ` plus the peculiar kinetic stress `∑ mᵢ (vᵢ - u)(vᵢ - u)ᵀ`, and the latter is
positive semidefinite. -/
theorem kineticTensor_decomposition {m : ι → ℝ} (hm : ∀ i, 0 ≤ m i) {v : ι → d → ℝ}
    {u : d → ℝ} (hu : IsComVelocity m v u) :
    kineticTensor m v = totalMass m • vecMulVec u u + peculiarStress m v u ∧
      (peculiarStress m v u).PosSemidef := by
  refine ⟨?_, kineticTensor_posSemidef hm _⟩
  -- the laboratory frame is the reference velocity `w = 0`
  have h := peculiarStress_shift hu 0
  simp only [peculiarStress, sub_zero] at h
  exact h.trans (add_comm _ _)

/-- For at least one particle and positive masses, the stress relative to any `w` minus the
stress relative to the centre-of-mass velocity `u` is positive semidefinite, and the two
stresses agree exactly when `w = u`. -/
theorem peculiarStress_minimal [Nonempty ι] {m : ι → ℝ} (hm : ∀ i, 0 < m i)
    {v : ι → d → ℝ} {u : d → ℝ} (hu : IsComVelocity m v u) (w : d → ℝ) :
    (peculiarStress m v w - peculiarStress m v u).PosSemidef ∧
      (peculiarStress m v w = peculiarStress m v u ↔ w = u) := by
  have hM : 0 < totalMass m := Finset.sum_pos (fun i _ => hm i) Finset.univ_nonempty
  have hshift := peculiarStress_shift hu w
  constructor
  · -- the excess is the kinetic tensor of one body of mass `M` and velocity `u - w`
    have hone : totalMass m • vecMulVec (u - w) (u - w) =
        kineticTensor (fun _ : Unit => totalMass m) (fun _ => u - w) := by
      simp [kineticTensor]
    rw [hshift, add_sub_cancel_left, hone]
    exact kineticTensor_posSemidef (fun _ => hM.le) _
  · constructor
    · intro h
      rw [h] at hshift
      funext a
      -- read off the diagonal entry
      have h1 := congrFun (congrFun hshift a) a
      simp only [Matrix.add_apply, Matrix.smul_apply, Matrix.vecMulVec_apply, Pi.sub_apply,
        smul_eq_mul] at h1
      have h2 : totalMass m * ((u a - w a) * (u a - w a)) = 0 := by linarith
      have h3 := mul_self_eq_zero.mp ((mul_eq_zero.mp h2).resolve_left hM.ne')
      linarith
    · intro h
      rw [h]

/-- For positive masses, the quadratic form of the peculiar stress vanishes along `x` exactly
when all particles have the same value of `vᵢ · x`. -/
theorem peculiarStress_quadratic_eq_zero_iff {m : ι → ℝ} (hm : ∀ i, 0 < m i)
    {v : ι → d → ℝ} {u : d → ℝ} (hu : IsComVelocity m v u) (x : d → ℝ) :
    x ⬝ᵥ peculiarStress m v u *ᵥ x = 0 ↔ ∀ i j, v i ⬝ᵥ x = v j ⬝ᵥ x := by
  have hq : x ⬝ᵥ peculiarStress m v u *ᵥ x = ∑ i, m i * ((v i - u) ⬝ᵥ x) ^ 2 :=
    kineticTensor_quadratic m (fun i => v i - u) x
  rw [hq]
  constructor
  · intro h
    -- a vanishing sum of non-negative terms has vanishing terms
    have hz : ∀ i, (v i - u) ⬝ᵥ x = 0 := by
      intro i
      have h1 : m i * ((v i - u) ⬝ᵥ x) ^ 2 = 0 :=
        (Finset.sum_eq_zero_iff_of_nonneg
          (fun k _ => mul_nonneg (hm k).le (sq_nonneg ((v k - u) ⬝ᵥ x)))).mp h i
          (Finset.mem_univ i)
      exact (pow_eq_zero_iff two_ne_zero).mp ((mul_eq_zero.mp h1).resolve_left (hm i).ne')
    intro i j
    have hi := hz i
    have hj := hz j
    rw [sub_dotProduct] at hi hj
    linarith
  · intro h
    have hc : ∀ a, ∑ i, m i * (v i a - u a) = 0 := fun a => by
      simpa only [Finset.sum_apply, Pi.smul_apply, Pi.sub_apply, smul_eq_mul, Pi.zero_apply]
        using congrFun ((isComVelocity_iff_peculiar_momentum m v u).mp hu) a
    -- the peculiar momentum along `x` vanishes
    have hs : ∑ j, m j * ((v j - u) ⬝ᵥ x) = 0 := by
      calc ∑ j, m j * ((v j - u) ⬝ᵥ x)
          = ∑ j, ∑ a, m j * (v j a - u a) * x a :=
            Finset.sum_congr rfl fun j _ => by
              simp only [dotProduct, Finset.mul_sum, Pi.sub_apply, mul_assoc]
        _ = ∑ a, (∑ j, m j * (v j a - u a)) * x a := by
            rw [Finset.sum_comm]
            simp only [Finset.sum_mul]
        _ = 0 := by simp only [hc, zero_mul, Finset.sum_const_zero]
    -- so the common value of `(vᵢ - u) · x` is zero
    have hz : ∀ i, (v i - u) ⬝ᵥ x = 0 := by
      intro i
      have hM : 0 < totalMass m := Finset.sum_pos (fun j _ => hm j) ⟨i, Finset.mem_univ i⟩
      have hs' : ∑ j, m j * ((v j - u) ⬝ᵥ x) = totalMass m * ((v i - u) ⬝ᵥ x) := by
        rw [totalMass, Finset.sum_mul]
        refine Finset.sum_congr rfl fun j _ => ?_
        rw [sub_dotProduct, sub_dotProduct, h j i]
      exact (mul_eq_zero.mp (hs'.symm.trans hs)).resolve_left hM.ne'
    refine Finset.sum_eq_zero fun i _ => ?_
    rw [hz i]
    ring

/-- For positive masses, the peculiar stress is positive definite exactly when `x = 0` is the
only vector for which all particles have the same value of `vᵢ · x`. -/
theorem peculiarStress_posDef_iff {m : ι → ℝ} (hm : ∀ i, 0 < m i)
    {v : ι → d → ℝ} {u : d → ℝ} (hu : IsComVelocity m v u) :
    (peculiarStress m v u).PosDef ↔
      ∀ x : d → ℝ, (∀ i j, v i ⬝ᵥ x = v j ⬝ᵥ x) → x = 0 := by
  have hstar : ∀ x : d → ℝ, star x = x := fun x => funext fun a => star_trivial (x a)
  constructor
  · intro h x hx
    by_contra hne
    obtain ⟨_, h2⟩ := Matrix.posDef_iff_dotProduct_mulVec.mp h
    have h3 := @h2 x hne
    rw [hstar x, (peculiarStress_quadratic_eq_zero_iff hm hu x).mpr hx] at h3
    exact lt_irrefl _ h3
  · intro h
    refine Matrix.posDef_iff_dotProduct_mulVec.mpr
      ⟨kineticTensor_isHermitian m (fun i => v i - u), ?_⟩
    intro x hx
    rw [hstar x]
    -- non-negative by the sum of squares, nonzero by the hypothesis
    have hq : x ⬝ᵥ peculiarStress m v u *ᵥ x = ∑ i, m i * ((v i - u) ⬝ᵥ x) ^ 2 :=
      kineticTensor_quadratic m (fun i => v i - u) x
    have hnn : 0 ≤ x ⬝ᵥ peculiarStress m v u *ᵥ x := by
      rw [hq]
      exact Finset.sum_nonneg fun i _ => mul_nonneg (hm i).le (sq_nonneg _)
    refine lt_of_le_of_ne hnn fun h0 => hx ?_
    exact h x ((peculiarStress_quadratic_eq_zero_iff hm hu x).mp h0.symm)

/-- Masses `1, 3` with velocities `(4, 0), (0, 4)` have centre-of-mass velocity `(1, 3)`, and
the peculiar stress and kinetic tensor are the matrices shown. -/
theorem isComVelocity_witness :
    IsComVelocity (ι := Fin 2) (d := Fin 2) ![1, 3] ![![4, 0], ![0, 4]] ![1, 3] ∧
      peculiarStress (ι := Fin 2) (d := Fin 2) ![1, 3] ![![4, 0], ![0, 4]] ![1, 3] =
        !![12, -12; -12, 12] ∧
      kineticTensor (ι := Fin 2) (d := Fin 2) ![1, 3] ![![4, 0], ![0, 4]] =
        !![16, 0; 0, 48] := by
  refine ⟨?_, ?_, ?_⟩
  · unfold IsComVelocity
    ext a
    fin_cases a <;> simp [totalMass, Fin.sum_univ_two] <;> norm_num
  · ext a b
    fin_cases a <;> fin_cases b <;>
      simp [peculiarStress, kineticTensor_apply, Fin.sum_univ_two] <;> norm_num
  · ext a b
    fin_cases a <;> fin_cases b <;>
      simp [kineticTensor_apply, Fin.sum_univ_two] <;> norm_num

end

end PeculiarKineticStress
```

```lean
#print axioms PeculiarKineticStress.isComVelocity_iff_eq
#print axioms PeculiarKineticStress.kineticTensor_decomposition
#print axioms PeculiarKineticStress.peculiarStress_minimal
#print axioms PeculiarKineticStress.peculiarStress_posDef_iff
```

```
'PeculiarKineticStress.isComVelocity_iff_eq' depends on axioms: [propext, Classical.choice, Quot.sound]
'PeculiarKineticStress.kineticTensor_decomposition' depends on axioms: [propext, Classical.choice, Quot.sound]
'PeculiarKineticStress.peculiarStress_minimal' depends on axioms: [propext, Classical.choice, Quot.sound]
'PeculiarKineticStress.peculiarStress_posDef_iff' depends on axioms: [propext, Classical.choice, Quot.sound]
```

### Remarks

**What the theorems state.** The main theorem `kineticTensor_decomposition` assumes `∀ i, 0 ≤ m i` and `IsComVelocity m v u`, which is slightly more general than the question since zero masses are allowed. It concludes the matrix identity $K(v)=Muu^T+P(u)$ together with `(peculiarStress m v u).PosSemidef`. Mathlib's `PosSemidef` for a real matrix means symmetric with $x^TAx\ge0$ for all $x$, and `PosDef` means symmetric with $x^TAx>0$ for all $x\ne0$. The shift formula `peculiarStress_shift` puts no sign condition on the masses. `peculiarStress_minimal` takes positive masses and `Nonempty ι`, and states step 4: among all reference velocities, $u$ gives the smallest tensor in the semidefinite order, and only $w=u$ attains it. `peculiarStress_quadratic_eq_zero_iff` and `peculiarStress_posDef_iff` take positive masses and state the two equivalences of step 5; the vector $x$ need not be normalised. `isComVelocity_witness` checks $u$, $P(u)$ and $K$ for the planar example.

**How the proofs follow the steps.** Step 1 is `isComVelocity_iff_peculiar_momentum` and `isComVelocity_iff_eq`; the second obtains $M\neq0$ from `Finset.sum_pos` and cancels $M$ against $M^{-1}$. Step 2 is spread over four lemmas. `kineticTensor_apply` gives the entries and `kineticTensor_isHermitian` the symmetry. `kineticTensor_quadratic` moves the particle sum outside the two direction sums by two uses of `Finset.sum_comm`, and `hterm` factors the double sum for each particle into a square. `kineticTensor_posSemidef` then sums non-negative terms.

In `peculiarStress_shift`, `hc` is the vanishing peculiar momentum by components, `key` is the four-term expansion for one particle, `h0` collects the masses into $M$, and `h1` and `h2` remove the cross terms. The main theorem applies this at `0` and reorders the sum. In `peculiarStress_minimal`, `hone` writes the excess as a kinetic tensor indexed by `Unit`, the one-body system of step 4, and `h2` is the diagonal equation $M(u_a-w_a)^2=0$. In `peculiarStress_quadratic_eq_zero_iff` the forward direction uses `Finset.sum_eq_zero_iff_of_nonneg` to pass from the sum to its terms. The backward direction computes $\sum_j m_j(v_j-u)\cdot x$ twice, as zero in `hs` and as $M(v_i-u)\cdot x$ in `hs'`. `peculiarStress_posDef_iff` combines this equivalence with non-negativity: a form that is $\ge0$ and nonzero at $x$ is positive there.

The cases that follow are worked on paper and have no theorem of their own in the file.

**Dropping a hypothesis.** All examples are on a line. With masses $2,-1$ and velocities $0,1$, we get $M=1$, $u=-1$, $K=-1$ and $P(u)=2-4=-2$; the identity $-1=1+(-2)$ survives but $P(u)$ is negative. With the masses and velocities of the question and the wrong velocity $2$ in place of $u=1$, the right side is $16+(4+12)=32$ while $K=16$. With masses $1,0$ and velocities $0,1$, we get $u=0$ and $P(u)=0$ although the velocities differ, so step 5 needs strictly positive masses. With no particles every $u$ satisfies `IsComVelocity` and every $P(w)$ is zero, so the uniqueness in step 4 fails, which is what `Nonempty ι` excludes.

**Smallest cases.** For one particle of positive mass, $u=v_1$, $P(u)=0$, and the whole tensor is $Muu^T$. For two particles of positive mass, $P(u)=\mu\,(v_1-v_2)(v_1-v_2)^T$ with reduced mass $\mu=m_1m_2/M$; in the planar example $\mu=\tfrac34$ and $v_1-v_2=(4,-4)$ reproduce the entries $\pm12$. This matrix has rank at most one, so two particles give a definite $P(u)$ on a line when $v_1\neq v_2$ and never in the plane.

**A neighbouring result.** Half the trace of the decomposition is König's theorem for the kinetic energy,
$$\tfrac12\sum_i m_i|v_i|^2=\tfrac12M|u|^2+\tfrac12\sum_i m_i|v_i-u|^2 ,$$
which in the planar example reads $32=20+12$.
